# Away from fragment and molecular levels, a zero of a fragment's Green's function between a site and the only connecting bond blocks that site from the other fragment

## Bonded neighbours with no amplitude between them

A four-site tight-binding chain has zero on-site energies and couplings $\beta, t, \beta$. At $E=0$ its Green's function vanishes between the two inner sites, although the bond $t$ joins them directly, while between the ends it is $t/\beta^2$. If I cut the chain into two dimers, each dimer's own Green's function is zero at the site where I cut. For any two fragments joined by one bond, is such a zero, between a site and the bond's end in the same fragment, enough to block that site from the whole other fragment, or can an electron that crosses back and forth get around it?

## Repeated crossings only rescale the amplitude

One zero is enough, provided that both fragments and the joined molecule have Green's functions at that energy. Let the bond $t=H_{ab}$ join site $a$ of fragment $H_1$ to site $b$ of fragment $H_2$, and write $g=(E-H_1)^{-1}$, $k=(E-H_2)^{-1}$ and $G=(E-H)^{-1}$ for the whole molecule. For $i$ in the first fragment and $j$ in the second, $(E-H)G=1$ gives

$$G_{ij}=g_{ia}\,t\,G_{bj},\qquad G_{bj}=k_{bj}+k_{bb}\,t^*G_{aj}.$$

The first equation at $i=a$ reads $G_{aj}=g_{aa}tG_{bj}$. Substituting it into the second,

$$D\,G_{bj}=k_{bj},\quad D=1-|t|^2g_{aa}k_{bb},\qquad\text{so}\qquad G_{ij}=\frac{g_{ia}\,t\,k_{bj}}{D}.$$

Dividing by $D$ is allowed: if $D$ were zero, $k_{bj}$ would vanish for every $j$, which is impossible for an invertible $k$. All round trips sit in $D$, which depends on neither $i$ nor $j$. For $t\neq0$, $G_{ij}$ vanishes exactly when $g_{ia}=0$ or $k_{bj}=0$. Call such a zero of a fragment's Green's function a node.

This assumed that $G$ exists. To establish that when $D\neq0$, let $V$ and $U$ be the matrices whose only entries are $t$ at $(a,b)$ and $t^*$ at $(b,a)$. A round trip gives $VkUgV=(1-D)V$. Take the candidate

$$G=\begin{pmatrix} g+gVkUg/D & gVk/D\\ kUg/D & k+kUgVk/D\end{pmatrix}.$$

In $(E-H)G$ the upper left block is $1+VkUg/D-VkUg/D=1$, and the upper right block is $Vk/D-Vk-(1-D)Vk/D=0$. The lower blocks follow by exchanging the fragments.

The condition $D\neq0$ is needed for existence: two single sites at energy $0$ with $t=1$ have $g=k=1$ at $E=1$, so $D=0$, and $E=1$ is a level of the pair.

In a Hückel transport calculation, one linear solve gives the column $g_{ia}$ and another the row $k_{bj}$. Every element across the bond is then a product of three numbers divided by $D$, and changing $t$ requires no new solve.

Leads add self-energies to the contacted sites. With $\sigma$ on site $i$, let $g'$ be the Green's function of the contacted fragment, assumed to exist. The Dyson equation gives $g'_{ia}=g_{ia}+g_{ii}\sigma g'_{ia}$, or $(1-g_{ii}\sigma)g'_{ia}=g_{ia}$. The same equation at $a=i$ gives $(1-g_{ii}\sigma)(1+\sigma g'_{ii})=1$, so the prefactor is nonzero and the node stays. In the other direction, $g'_{ai}=g_{ai}(1+\sigma g'_{ii})$.

Here is the argument in Lean 4 with Mathlib.

```lean
import Mathlib

open Matrix ComplexConjugate

namespace FragmentInterference

noncomputable section

variable {m n : Type*} [Fintype m] [DecidableEq m] [Fintype n] [DecidableEq n]

/-- The Green's function `(z - H)⁻¹` of a Hamiltonian `H`, for energies `z` at which
`z - H` is invertible. -/
def green (z : ℂ) (H : Matrix n n ℂ) : Matrix n n ℂ :=
  (z • (1 : Matrix n n ℂ) - H)⁻¹

/-- The Hamiltonian of two fragments joined by one bond `t` between site `a` of the first
and site `b` of the second. -/
def joined (H₁ : Matrix m m ℂ) (H₂ : Matrix n n ℂ) (a : m) (b : n) (t : ℂ) :
    Matrix (m ⊕ n) (m ⊕ n) ℂ :=
  fromBlocks H₁ (Matrix.single a b t) (Matrix.single b a (conj t)) H₂

/-- The denominator `D = 1 - |t|² g_aa k_bb`, with `g` and `k` the Green's functions of the
fragments, for energies at which both exist. -/
def loopFactor (z : ℂ) (H₁ : Matrix m m ℂ) (H₂ : Matrix n n ℂ) (a : m) (b : n) (t : ℂ) : ℂ :=
  1 - (‖t‖ : ℂ) ^ 2 * green z H₁ a a * green z H₂ b b

omit [Fintype m] [Fintype n] in
/-- Joining two Hermitian fragments by one bond gives a Hermitian Hamiltonian. -/
theorem joined_isHermitian {H₁ : Matrix m m ℂ} {H₂ : Matrix n n ℂ}
    (h₁ : H₁.IsHermitian) (h₂ : H₂.IsHermitian) (a : m) (b : n) (t : ℂ) :
    (joined H₁ H₂ a b t).IsHermitian := by
  refine Matrix.IsHermitian.fromBlocks h₁ ?_ h₂
  ext p q
  by_cases hp : b = p <;> by_cases hq : a = q <;>
    simp [Matrix.single, Matrix.conjTranspose_apply, hp, hq]

/-- A single crossing of the bond: for any matrices `g` and `k`, and `V` with the only entry `t` at
`(a, b)`, the `(i, j)` entry of `g V k` is `g_ia t k_bj`. -/
theorem bond_entry (g : Matrix m m ℂ) (k : Matrix n n ℂ) (a : m) (b : n) (t : ℂ)
    (i : m) (j : n) :
    (g * Matrix.single a b t * k) i j = g i a * t * k b j := by
  simp [Matrix.mul_apply, Matrix.single, ite_and, mul_ite, ite_mul]

/-- A round trip over the bond and back, followed by another crossing, equals one crossing
multiplied by `|t|² g_aa k_bb`. -/
theorem round_trip (g : Matrix m m ℂ) (k : Matrix n n ℂ) (a : m) (b : n) (t : ℂ) :
    Matrix.single a b t * k * Matrix.single b a (conj t) * g * Matrix.single a b t
      = ((‖t‖ : ℂ) ^ 2 * g a a * k b b) • Matrix.single a b t := by
  have hc : (‖t‖ : ℂ) ^ 2 = t * conj t := by
    rw [Complex.mul_conj, Complex.normSq_eq_norm_sq]
    push_cast
    rfl
  rw [hc]
  ext p q
  by_cases hp : a = p <;> by_cases hq : b = q <;>
    simp [Matrix.mul_apply, Matrix.single, ite_and, mul_ite, ite_mul, hp, hq]
  -- the common factor `t` has been cancelled; the remaining factors agree
  exact Or.inl (by ring)

/-- If both fragment Green's functions exist at `z` and `D ≠ 0`, the Green's function of the
joined molecule exists and has the four blocks displayed here. -/
theorem green_joined {z : ℂ} {H₁ : Matrix m m ℂ} {H₂ : Matrix n n ℂ} {a : m} {b : n} {t : ℂ}
    (h₁ : IsUnit (z • (1 : Matrix m m ℂ) - H₁)) (h₂ : IsUnit (z • (1 : Matrix n n ℂ) - H₂))
    (hD : loopFactor z H₁ H₂ a b t ≠ 0) :
    IsUnit (z • (1 : Matrix (m ⊕ n) (m ⊕ n) ℂ) - joined H₁ H₂ a b t) ∧
    green z (joined H₁ H₂ a b t) =
      let g := green z H₁
      let k := green z H₂
      let V := Matrix.single a b t
      let U := Matrix.single b a (conj t)
      let e := (loopFactor z H₁ H₂ a b t)⁻¹
      fromBlocks (g + e • (g * V * k * U * g)) (e • (g * V * k))
        (e • (k * U * g)) (k + e • (k * U * g * V * k)) := by
  have hA : (z • (1 : Matrix m m ℂ) - H₁) * green z H₁ = 1 :=
    Matrix.mul_nonsing_inv _ ((Matrix.isUnit_iff_isUnit_det _).1 h₁)
  have hB : (z • (1 : Matrix n n ℂ) - H₂) * green z H₂ = 1 :=
    Matrix.mul_nonsing_inv _ ((Matrix.isUnit_iff_isUnit_det _).1 h₂)
  have hV := round_trip (green z H₁) (green z H₂) a b t
  have hU := round_trip (green z H₂) (green z H₁) b a (conj t)
  rw [Complex.conj_conj, Complex.norm_conj] at hU
  have he : (loopFactor z H₁ H₂ a b t)⁻¹ *
      (1 - (‖t‖ : ℂ) ^ 2 * green z H₁ a a * green z H₂ b b) = 1 := inv_mul_cancel₀ hD
  have hM : z • (1 : Matrix (m ⊕ n) (m ⊕ n) ℂ) - joined H₁ H₂ a b t =
      fromBlocks (z • (1 : Matrix m m ℂ) - H₁) (-Matrix.single a b t)
        (-Matrix.single b a (conj t)) (z • (1 : Matrix n n ℂ) - H₂) := by
    ext (i | i) (j | j) <;> simp [joined, Matrix.one_apply]
  -- it suffices to multiply the proposed Green's function by `z - H`
  suffices hmul : (z • (1 : Matrix (m ⊕ n) (m ⊕ n) ℂ) - joined H₁ H₂ a b t) * _ = 1 from
    ⟨⟨⟨_, _, hmul, mul_eq_one_comm.1 hmul⟩, rfl⟩, Matrix.inv_eq_right_inv hmul⟩
  rw [hM, fromBlocks_multiply, ← fromBlocks_one]
  refine Matrix.fromBlocks_inj.2 ⟨?_, ?_, ?_, ?_⟩ <;>
    simp only [Matrix.mul_add, Matrix.mul_smul, Matrix.smul_mul, Matrix.neg_mul,
      ← Matrix.mul_assoc, hA, hB, Matrix.one_mul, hV, hU]
  · module
  · linear_combination (norm := module) he • (Matrix.single a b t * green z H₂)
  · linear_combination (norm := module) he • (Matrix.single b a (conj t) * green z H₁)
  · module

/-- If both fragment Green's functions exist at `z` and `D ≠ 0`, the joined molecule has a
Green's function, and across the bond it is `G_ij = g_ia t k_bj / D`. -/
theorem green_across_bond {z : ℂ} {H₁ : Matrix m m ℂ} {H₂ : Matrix n n ℂ} {a : m} {b : n}
    {t : ℂ} (h₁ : IsUnit (z • (1 : Matrix m m ℂ) - H₁))
    (h₂ : IsUnit (z • (1 : Matrix n n ℂ) - H₂)) (hD : loopFactor z H₁ H₂ a b t ≠ 0) :
    IsUnit (z • (1 : Matrix (m ⊕ n) (m ⊕ n) ℂ) - joined H₁ H₂ a b t) ∧
    ∀ i j, green z (joined H₁ H₂ a b t) (Sum.inl i) (Sum.inr j) =
      green z H₁ i a * t * green z H₂ b j / loopFactor z H₁ H₂ a b t := by
  obtain ⟨hu, hG⟩ := green_joined h₁ h₂ hD
  refine ⟨hu, fun i j => ?_⟩
  rw [hG]
  simp only [fromBlocks_apply₁₂, Matrix.smul_apply, bond_entry, smul_eq_mul]
  ring

/-- For a nonzero bond, existing fragment Green's functions and `D ≠ 0`, the molecule is
blocked between `i` and `j` exactly when one of the fragments has a node, `g_ia = 0` or
`k_bj = 0`. -/
theorem blocked_iff_node {z : ℂ} {H₁ : Matrix m m ℂ} {H₂ : Matrix n n ℂ} {a : m} {b : n}
    {t : ℂ} (h₁ : IsUnit (z • (1 : Matrix m m ℂ) - H₁))
    (h₂ : IsUnit (z • (1 : Matrix n n ℂ) - H₂)) (hD : loopFactor z H₁ H₂ a b t ≠ 0)
    (ht : t ≠ 0) (i : m) (j : n) :
    green z (joined H₁ H₂ a b t) (Sum.inl i) (Sum.inr j) = 0 ↔
      green z H₁ i a = 0 ∨ green z H₂ b j = 0 := by
  rw [(green_across_bond h₁ h₂ hD).2 i j]
  simp [hD, ht]

/-- A contact self-energy `σ` on site `i` neither creates nor removes a node between `i` and
another site `a`, provided the Green's functions with and without the contact exist. -/
theorem node_survives_contact {z σ : ℂ} {H : Matrix n n ℂ} {i : n}
    (h : IsUnit (z • (1 : Matrix n n ℂ) - H))
    (h' : IsUnit (z • (1 : Matrix n n ℂ) - (H + Matrix.single i i σ))) (a : n) :
    (green z (H + Matrix.single i i σ) i a = 0 ↔ green z H i a = 0) ∧
    (green z (H + Matrix.single i i σ) a i = 0 ↔ green z H a i = 0) := by
  have e : green z H * (z • (1 : Matrix n n ℂ) - H) = 1 :=
    Matrix.nonsing_inv_mul _ ((Matrix.isUnit_iff_isUnit_det _).1 h)
  have e' : (z • (1 : Matrix n n ℂ) - (H + Matrix.single i i σ)) *
      green z (H + Matrix.single i i σ) = 1 :=
    Matrix.mul_nonsing_inv _ ((Matrix.isUnit_iff_isUnit_det _).1 h')
  have hs : z • (1 : Matrix n n ℂ) - H =
      (z • (1 : Matrix n n ℂ) - (H + Matrix.single i i σ)) + Matrix.single i i σ := by abel
  generalize green z (H + Matrix.single i i σ) = g' at e' ⊢
  -- the Dyson equation for the contacted fragment
  have dyson : g' = green z H + green z H * Matrix.single i i σ * g' := by
    calc g' = green z H * (z • (1 : Matrix n n ℂ) - H) * g' := by rw [e, Matrix.one_mul]
      _ = _ := by rw [hs, Matrix.mul_add, Matrix.add_mul, Matrix.mul_assoc (green z H) (_ - _),
                    e', Matrix.mul_one]
  have d : ∀ p q, g' p q = green z H p q + green z H p i * σ * g' i q := fun p q => by
    have hpq := congrFun (congrFun dyson p) q
    rwa [Matrix.add_apply, bond_entry] at hpq
  have hone : (1 - green z H i i * σ) * (1 + σ * g' i i) = 1 := by
    linear_combination σ * d i i
  have e1 : (1 - green z H i i * σ) * g' i a = green z H i a := by
    linear_combination d i a
  have e2 : g' a i = green z H a i * (1 + σ * g' i i) := by
    linear_combination d a i
  constructor
  · rw [← e1, mul_eq_zero]
    exact ⟨Or.inr, fun hz => hz.resolve_left (left_ne_zero_of_mul_eq_one hone)⟩
  · rw [e2, mul_eq_zero]
    exact ⟨fun hz => hz.resolve_right (right_ne_zero_of_mul_eq_one hone), Or.inl⟩

/-- Two dimers with zero on-site energies and real coupling `β ≠ 0`, joined by a bond `t` into a
four-site chain: at zero energy the Green's function vanishes between the inner pair of sites, and
its end-to-end element is `t / β²`. -/
theorem four_site_chain (β : ℝ) (hβ : β ≠ 0) (t : ℂ) :
    let H : Matrix (Fin 2) (Fin 2) ℂ := !![0, (β : ℂ); (β : ℂ), 0]
    green 0 (joined H H 0 0 t) (Sum.inl 0) (Sum.inr 0) = 0 ∧
    green 0 (joined H H 0 0 t) (Sum.inl 1) (Sum.inr 1) = t / (β : ℂ) ^ 2 := by
  intro H
  have hb : (β : ℂ) ≠ 0 := by exact_mod_cast hβ
  have hmul : ((0 : ℂ) • (1 : Matrix (Fin 2) (Fin 2) ℂ) - H) *
      !![0, -(β : ℂ)⁻¹; -(β : ℂ)⁻¹, 0] = 1 := by
    ext i j
    fin_cases i <;> fin_cases j <;> simp [H, Matrix.mul_apply, Fin.sum_univ_succ, hb]
  have hu : IsUnit ((0 : ℂ) • (1 : Matrix (Fin 2) (Fin 2) ℂ) - H) :=
    ⟨⟨_, _, hmul, mul_eq_one_comm.1 hmul⟩, rfl⟩
  have hg : green 0 H = !![0, -(β : ℂ)⁻¹; -(β : ℂ)⁻¹, 0] := Matrix.inv_eq_right_inv hmul
  have g00 : green 0 H 0 0 = 0 := by rw [hg]; rfl
  have g01 : green 0 H 0 1 = -(β : ℂ)⁻¹ := by rw [hg]; rfl
  have g10 : green 0 H 1 0 = -(β : ℂ)⁻¹ := by rw [hg]; rfl
  have hD : loopFactor 0 H H 0 0 t = 1 := by simp [loopFactor, g00]
  have key := (green_across_bond hu hu (by rw [hD]; exact one_ne_zero)).2
  constructor
  · rw [key, g00]
    simp
  · rw [key, hD, g10, g01]
    ring

end

end FragmentInterference
```

```lean
#print axioms FragmentInterference.joined_isHermitian
-- 'FragmentInterference.joined_isHermitian' depends on axioms: [propext, Classical.choice, Quot.sound]
#print axioms FragmentInterference.blocked_iff_node
-- 'FragmentInterference.blocked_iff_node' depends on axioms: [propext, Classical.choice, Quot.sound]
#print axioms FragmentInterference.node_survives_contact
-- 'FragmentInterference.node_survives_contact' depends on axioms: [propext, Classical.choice, Quot.sound]
#print axioms FragmentInterference.four_site_chain
-- 'FragmentInterference.four_site_chain' depends on axioms: [propext, Classical.choice, Quot.sound]
```

The finite types `m` and `n` label the sites, in an orthonormal basis. `Sum.inl i` and `Sum.inr j` are the same sites within the molecule `joined H₁ H₂ a b t`. `green z H` is the Green's function at complex energy `z`, `loopFactor` is $D$, and `IsUnit` says that a matrix is invertible. `green_across_bond` assumes invertibility for the fragments and $D\neq0$, and concludes it for the molecule together with the formula. Hermiticity is not assumed, so the fragments may already contain self-energies; `joined_isHermitian` shows that Hermitian fragments give a Hermitian molecule.

`bond_entry` computes $(gVk)_{ij}$, and `round_trip` is the identity for $VkUgV$. `green_joined` multiplies the candidate by $z-H$ block by block: `module` closes the diagonal blocks, and `linear_combination` closes the others using $D^{-1}D=1$. `green_across_bond` reads off the upper right block, and `blocked_iff_node` asks when the product is zero. `node_survives_contact` is the Dyson argument, for both directions of propagation.

`four_site_chain` is the opening example, with site `0` of each dimer at the bond. There $g_{00}=0$, so $D=1$ and the inner pair is blocked, while $g_{10}=k_{01}=-1/\beta$ gives $t/\beta^2$ between the ends.

For non-interacting electrons and leads that each touch one site, the Landauer transmission is proportional to $|G_{ij}|^2$, with $G$ including the self-energies. That link from a vanishing $G_{ij}$ to a vanishing transmission is physical input here.
